# Spins can be coupled to zero exactly when their doubled values have even sum and none exceeds the sum of the rest

A molecule or a finite magnetic cluster can carry several local spins, possibly of different lengths, and one may want its states of total spin zero. Before computing their energies, it is useful to know whether there are any. Three spins 1/2 have no singlet, because an odd number of half-integer spins always has half-integer total spin. Two spins 1/2 and a spin 2 have none either, though for another reason: the two small spins together reach at most spin 1, which is too short to compensate the large one. These two obstructions, parity and one oversized spin, turn out to be the only ones.

## Parity and one inequality per spin

Write each spin quantum number \(j_i\) as a doubled spin \(a_i = 2j_i\), a natural number, with \(i = 0, \dots, n-1\). Two doubled spins \(x\) and \(y\) couple to a third, \(z\), when

\[
x \le y+z,\qquad y \le x+z,\qquad z \le x+y,\qquad x+y+z \text{ even}.
\]

Coupling the spins one after another produces a chain of intermediate doubled spins \(e_0, e_1, \dots, e_n\), in which every triple \((e_i, a_i, e_{i+1})\) obeys this rule. A singlet corresponds to a chain with \(e_0 = e_n = 0\). With \(A_n = \sum_{i<n} a_i\), such a chain exists if and only if

\[
A_n \text{ is even} \quad\text{and}\quad a_i \le A_n - a_i \ \text{ for every } i<n .
\]

The spins \(1/2, 1/2, 1\) have doubled values \(1,1,2\) and pass both conditions. The spins \(1/2, 1/2, 2\) have doubled values \(1,1,4\); their sum is even, but \(4 > 2\).

For general end points \(x\) and \(y\), a chain from \(e_0 = x\) to \(e_n = y\) exists if and only if

\[
\begin{aligned}
& x+y+A_n \text{ is even}, \qquad x \le y+A_n, \qquad y \le x+A_n,\\
& 2a_i \le x+y+A_n \quad\text{for every } i<n .
\end{aligned}
\]

The end points are thus treated like two further spins: the whole collection has even sum, and no member exceeds the sum of the rest.

## Empty sectors and dead ends in a spin-adapted basis

Spin-adapted configuration interaction and SU(2)-symmetric tensor networks label states by intermediate total spins. For a finite set of sites with fixed spins, the criterion tells such a code whether the singlet sector is empty before any matrix is built; it says nothing about the energies in that sector. The test needs only the sum and the maximum of the \(a_i\). If the spin of a site depends on its occupation, the test applies to each assignment of site spins separately.

The version with general end points helps when the basis is enumerated site by site. Suppose that a partial chain has reached the doubled spin \(x\), and that the remaining doubled spins have sum \(R\). The chain can still be completed to a singlet exactly when \(x+R\) is even, \(x \le R\), and \(2a_i \le x+R\) for every remaining \(i\). An enumeration that checks this at each step never enters a branch without a completion.

With unsigned integers the inequality is best coded as \(2a_i \le A_n\), since a difference such as \(2a_i - A_n\) may wrap around.

## The largest admissible intermediate spin

The general criterion follows by induction on the number of spins.

For \(n=0\) the chain consists of a single entry, so it exists exactly when \(x=y\). The conditions reduce to \(x\le y\), \(y \le x\) and \(x+y\) even, which says the same.

For the step from \(n\) to \(n+1\), write \(A = A_n\) for the sum of the earlier spins and \(b = a_n\) for the last spin. A chain from \(x\) to \(y\) exists exactly when some \(z\) can be reached from \(x\) with the first \(n\) spins and \((z,b,y)\) obeys the coupling rule.

Suppose first that such a \(z\) exists. Adding the even numbers \(x+z+A\) and \(z+b+y\) and removing \(2z\) shows that \(x+y+A+b\) is even. The inequalities follow by eliminating \(z\):

\[
\begin{aligned}
x &\le z+A \le y+A+b,\\
y &\le z+b \le x+A+b,\\
2a_i &\le x+z+A \le x+y+A+b \qquad (i<n),\\
b &\le z+y \le x+y+A .
\end{aligned}
\]

Adding \(b\) to both ends of the last line gives the required bound on \(2b\).

Conversely, suppose that the conditions hold for \(n+1\) spins. The number \(z\) has two upper bounds, \(z \le x+A\) and \(z \le y+b\), and every other inequality on it is a lower bound. So take it as large as possible:

\[
z = \min(x+A,\; y+b).
\]

The two candidates have the same parity, because their sum \(x+y+A+b\) is even. Hence \(x+z+A\) and \(z+b+y\) are both even, whichever candidate is the smaller. Four lower bounds remain:

\[
x \le z+A,\qquad 2a_i \le x+z+A \ (i<n),\qquad b \le z+y,\qquad y \le z+b .
\]

- If \(z = x+A\), the first is immediate, and the second reads \(2a_i \le 2x+2A\), which holds because \(a_i \le A\). The third and fourth become \(b \le x+y+A\) and \(y \le x+A+b\), which are assumed.
- If \(z = y+b\), the first two become \(x \le y+A+b\) and \(2a_i \le x+y+A+b\), which are assumed. The third and fourth are immediate.

This completes the induction. Setting \(x=y=0\) leaves \(A_n\) even and \(2a_i \le A_n\), which is the singlet criterion.

The choice of \(z\) also gives a way to construct a chain from the last spin backwards. For four spins 1/2 it yields \(0,1,2,1,0\): the first two spins form a triplet, which the other two bring back to zero.

For \(n \ge 2\) equal doubled spins \(s\), the inequality \(2s \le ns\) always holds, so only the parity of \(ns\) matters.

The lowest total spin comes from \(x=0\), \(y=J\), where \(J\) is the doubled total spin and not the usual quantum number. The conditions become

\[
J + A_n \text{ even},\qquad J \le A_n,\qquad 2a_i - A_n \le J \ \text{ for every } i<n .
\]

If no spin exceeds the sum of the others, the last condition is empty and the smallest \(J\) is 0 or 1, according to the parity of \(A_n\). If instead \(a_k\) equals the sum \(R_k\) of the others plus some \(J \ge 0\), then \(A_n = 2R_k+J\) and \(2a_k - A_n = J\), so no smaller value is possible. The value \(J\) itself is reached: \(J+A_n = 2R_k+2J\) is even, \(J \le A_n\), and each other spin satisfies \(2a_i \le 2R_k \le J+A_n\).

The same three conditions give a neighbouring result, the full list of total spins. They consist of a parity, one upper bound and some lower bounds, so the possible doubled totals are

\[
J_{\min},\; J_{\min}+2,\; \dots,\; A_n
\]

without gaps, where \(J_{\min}\) is the lowest value just found.

## Lean source

```lean
import Mathlib

open Finset

namespace ManySpinSinglet

/-- The selection rule for coupling two angular momenta to a third, in doubled spins:
the three triangle inequalities hold and the sum is even. -/
def Tri (x y z : ℕ) : Prop :=
  x ≤ y + z ∧ y ≤ x + z ∧ z ≤ x + y ∧ Even (x + y + z)

/-- Starting from doubled spin `x`, the doubled spins `a 0, ..., a (n-1)` can be coupled one
after another to doubled spin `y`, through intermediate spins `e i` that obey the selection
rule at every step. -/
def Couples (a : ℕ → ℕ) (n x y : ℕ) : Prop :=
  ∃ e : ℕ → ℕ, e 0 = x ∧ e n = y ∧ ∀ i < n, Tri (e i) (a i) (e (i + 1))

/-- Coupling `n + 1` spins means coupling the first `n` to some intermediate spin `z`,
and then coupling `z` with the last spin. -/
theorem couples_succ (a : ℕ → ℕ) (n x y : ℕ) :
    Couples a (n + 1) x y ↔ ∃ z, Couples a n x z ∧ Tri z (a n) y := by
  constructor
  · rintro ⟨e, h0, hn, h⟩
    refine ⟨e n, ⟨e, h0, rfl, fun i hi => h i (by omega)⟩, ?_⟩
    rw [← hn]
    exact h n (Nat.lt_succ_self n)
  · rintro ⟨z, ⟨e, h0, hn, h⟩, ht⟩
    -- extend the chain by the new final spin
    refine ⟨fun i => if i ≤ n then e i else y, by simp [h0], by simp, fun i hi => ?_⟩
    rcases Nat.lt_or_eq_of_le (Nat.le_of_lt_succ hi) with hlt | heq
    · have h1 : i ≤ n := hlt.le
      have h2 : i + 1 ≤ n := hlt
      simpa only [if_pos h1, if_pos h2] using h i hlt
    · have h3 : ¬ n + 1 ≤ n := by omega
      rw [heq]
      simpa only [if_pos (le_refl n), if_neg h3, hn] using ht

/-- Doubled spins `a i` lead from doubled spin `x` to doubled spin `y` exactly when `x`, `y` and
all the `a i` together have even sum and none of them exceeds the sum of the rest. -/
theorem couples_iff (a : ℕ → ℕ) (n x y : ℕ) :
    Couples a n x y ↔
      Even (x + y + ∑ i ∈ range n, a i) ∧ x ≤ y + ∑ i ∈ range n, a i ∧
        y ≤ x + ∑ i ∈ range n, a i ∧ ∀ i < n, 2 * a i ≤ x + y + ∑ j ∈ range n, a j := by
  induction n generalizing y with
  | zero =>
    constructor
    · rintro ⟨e, h0, hn, _⟩
      have hxy : x = y := h0.symm.trans hn
      subst hxy
      exact ⟨⟨x, by simp⟩, by simp, by simp, by simp⟩
    · rintro ⟨_, h1, h2, _⟩
      simp only [range_zero, sum_empty, add_zero] at h1 h2
      exact ⟨fun _ => x, rfl, le_antisymm h1 h2, fun i hi => absurd hi (Nat.not_lt_zero i)⟩
  | succ n ih =>
    have hS : ∀ i < n, a i ≤ ∑ j ∈ range n, a j := fun i hi =>
      single_le_sum (fun j _ => Nat.zero_le (a j)) (mem_range.2 hi)
    rw [couples_succ, sum_range_succ]
    simp only [ih, Tri, Nat.even_iff]
    constructor
    · rintro ⟨z, ⟨hp, h1, h2, h3⟩, t1, t2, t3, tp⟩
      refine ⟨by omega, by omega, by omega, fun i hi => ?_⟩
      rcases Nat.lt_or_eq_of_le (Nat.le_of_lt_succ hi) with hlt | heq
      · have := h3 i hlt
        omega
      · rw [heq]
        omega
    · rintro ⟨hp, h1, h2, h3⟩
      have hb := h3 n (Nat.lt_succ_self n)
      -- take the last intermediate spin as large as the selection rules allow
      refine ⟨min (x + ∑ j ∈ range n, a j) (y + a n),
        ⟨by omega, by omega, by omega, fun i hi => ?_⟩,
        by omega, by omega, by omega, by omega⟩
      have h4 := h3 i (by omega)
      have h5 := hS i hi
      omega

/-- Many-spin singlet criterion: doubled spins `a 0, ..., a (n-1)` can be coupled to total spin
zero if and only if their sum is even and each is at most the sum of the others. -/
theorem singlet_iff (a : ℕ → ℕ) (n : ℕ) :
    Couples a n 0 0 ↔
      Even (∑ i ∈ range n, a i) ∧ ∀ i < n, a i ≤ ∑ j ∈ (range n).erase i, a j := by
  have key : ∀ i < n, a i + ∑ j ∈ (range n).erase i, a j = ∑ j ∈ range n, a j :=
    fun i hi => add_sum_erase (range n) a (mem_range.2 hi)
  rw [couples_iff]
  simp only [Nat.even_iff]
  constructor
  · rintro ⟨hp, _, _, h⟩
    refine ⟨by omega, fun i hi => ?_⟩
    have h1 := key i hi
    have h2 := h i hi
    omega
  · rintro ⟨hp, h⟩
    refine ⟨by omega, by omega, by omega, fun i hi => ?_⟩
    have h1 := key i hi
    have h2 := h i hi
    omega

/-- At least two equal spins, `n` of them with doubled spin `s`, can be coupled to a singlet
if and only if `n * s` is even. -/
theorem equal_spins_singlet_iff (n s : ℕ) (hn : 2 ≤ n) :
    Couples (fun _ => s) n 0 0 ↔ Even (n * s) := by
  have h2 : 2 * s ≤ n * s := Nat.mul_le_mul_right s hn
  rw [couples_iff]
  simp only [sum_const, card_range, smul_eq_mul, zero_add]
  exact ⟨fun h => h.1, fun h => ⟨h, Nat.zero_le _, Nat.zero_le _, fun _ _ => h2⟩⟩

/-- If no spin exceeds the sum of the others, the lowest doubled total spin is 0 or 1,
according to the parity of the sum of the doubled spins. -/
theorem lowest_spin_balanced (a : ℕ → ℕ) (n : ℕ)
    (h : ∀ i < n, 2 * a i ≤ ∑ j ∈ range n, a j) :
    IsLeast {J | Couples a n 0 J} ((∑ j ∈ range n, a j) % 2) := by
  constructor
  · refine (couples_iff a n 0 _).2 ⟨?_, by omega, by omega, fun i hi => ?_⟩
    · rw [Nat.even_iff]
      omega
    · have := h i hi
      omega
  · intro K hK
    have hp := ((couples_iff a n 0 K).1 hK).1
    rw [Nat.even_iff] at hp
    omega

/-- If one doubled spin `a k` equals the sum of the others plus `J`, then `J` is the lowest
doubled total spin to which all the spins can be coupled. -/
theorem lowest_spin_dominant (a : ℕ → ℕ) (n k J : ℕ) (hk : k < n)
    (h : a k = (∑ j ∈ (range n).erase k, a j) + J) :
    IsLeast {K | Couples a n 0 K} J := by
  have key : a k + ∑ j ∈ (range n).erase k, a j = ∑ j ∈ range n, a j :=
    add_sum_erase (range n) a (mem_range.2 hk)
  constructor
  · refine (couples_iff a n 0 J).2 ⟨?_, by omega, by omega, fun i hi => ?_⟩
    · rw [Nat.even_iff]
      omega
    · by_cases hik : i = k
      · rw [hik]
        omega
      · -- every other spin is bounded by the sum of the spins opposing `a k`
        have hle : a i ≤ ∑ j ∈ (range n).erase k, a j :=
          single_le_sum (fun j _ => Nat.zero_le (a j))
            (mem_erase.2 ⟨hik, mem_range.2 hi⟩)
        omega
  · intro K hK
    have hd := ((couples_iff a n 0 K).1 hK).2.2.2 k hk
    omega

end ManySpinSinglet
```

```lean
#print axioms ManySpinSinglet.couples_iff
#print axioms ManySpinSinglet.singlet_iff
#print axioms ManySpinSinglet.lowest_spin_balanced
#print axioms ManySpinSinglet.lowest_spin_dominant
```

```
'ManySpinSinglet.couples_iff' depends on axioms: [propext, Classical.choice, Quot.sound]
'ManySpinSinglet.singlet_iff' depends on axioms: [propext, Classical.choice, Quot.sound]
'ManySpinSinglet.lowest_spin_balanced' depends on axioms: [propext, Classical.choice, Quot.sound]
'ManySpinSinglet.lowest_spin_dominant' depends on axioms: [propext, Classical.choice, Quot.sound]
```

## From chains of integers to state vectors

**Definitions.** `Tri x y z` is the coupling rule for doubled spins. `Couples a n x y` says that a chain `e` exists with `e 0 = x`, `e n = y` and `Tri (e i) (a i) (e (i + 1))` for every `i < n`. Both `a` and `e` are functions on all natural numbers, but only `a 0` to `a (n-1)` and `e 0` to `e n` matter. Half-integer spins need no separate treatment, since doubling makes every label a natural number.

**Theorems.** `couples_iff` is the criterion for general end points, and `singlet_iff` is the case of a singlet. In the latter, the sum of the other spins is written as a sum over `(range n).erase i`, the index set with `i` removed. The statement holds for every `n`. With no spins the chain is trivial, and a single spin can be coupled to zero only if it is itself zero.

`equal_spins_singlet_iff` assumes `2 ≤ n`. The equivalence fails for `n = 1`: one spin 1 has doubled value 2, an even number, but no singlet.

The remaining two theorems use `IsLeast`, which says that a value belongs to a set and is a lower bound of it. `lowest_spin_balanced` gives the remainder of the sum modulo 2. `lowest_spin_dominant` takes the excess `J` of one spin over the others as data, through the equation `a k = (∑ j ∈ (range n).erase k, a j) + J`. This avoids subtraction, which in the natural numbers stops at zero.

**The induction in Lean.** `couples_succ` splits off the last coupling. In one direction it takes `e n` as the intermediate spin; in the other it keeps the old chain up to position `n` and puts `y` after it.

The induction in `couples_iff` runs with `generalizing y`, because the shorter chain ends at `z` and not at `y`. Parities are rewritten as remainders modulo 2, so that all conditions become linear statements about integers, which `omega` decides. For the converse the proof supplies the minimum chosen above, and `omega` carries out the two cases. The one fact about sums that it needs from outside is `hS`, which says that each earlier spin is at most the sum of the earlier spins.

`singlet_iff` then uses `key`, which splits the full sum into `a i` and the rest, to pass between \(2a_i \le A_n\) and the form with the other spins. The equal-spin theorem supplies \(2s \le ns\). In both lowest-spin theorems, `couples_iff` is used once to show that the value is reached and once to show that nothing lower is possible.

**What a code may take from this.** The criteria `couples_iff` and `singlet_iff` hold for any finite number of spins of any length, so a sector check that implements them correctly gives neither false alarms nor missed singlets, as far as chains are concerned. The theorems are about integers, however, and contain no Hilbert space, spin operators or Clebsch–Gordan coefficients.

The step to quantum mechanics is the Clebsch–Gordan decomposition: the product of two spin multiplets contains a given third multiplet exactly when the doubled spins obey `Tri`. With this standard fact, a chain from 0 to 0 corresponds to a nonzero singlet vector in the product space of the \(n\) spins. How many independent singlets there are, and whether the ground state of a given Hamiltonian is one of them, are separate questions.
